# A Hermitian, time-reversal-invariant occupation matrix has no spin or orbital moment, and its eigenvalues are at least twofold degenerate

## Occupation matrices in a real orbital basis

Take a finite set $m$ of real orthonormal orbitals, for instance the real harmonics of a $d$ shell, and give each a spin index. An occupation matrix $n$ is then a Hermitian matrix on $\mathbb C^m\otimes\mathbb C^2$, with the orbital factor first. Its indices are ordered so that a one-particle observable $O$ has expectation value $\mathrm{tr}(nO)$.

Write $\bar A$ for the entrywise complex conjugate, $\sigma_x,\sigma_y,\sigma_z$ for the Pauli matrices, and $Y=1\otimes\sigma_y$. Because the orbitals are real, time reversal acts on spinors and operators as

$$v\mapsto Y\bar v,\qquad \Theta(A)=Y\bar A\,Y .$$

A further phase in the action on spinors, such as the factor $i$ in $i\sigma_y$, would cancel in $\Theta$.

The condition $n=\Theta(n)$ holds whenever the electronic state is itself time-reversal invariant. It is assumed here, and a shell with a nonzero spin or orbital moment violates it. The spin moments are $\mathrm{tr}(n(1\otimes\sigma_a))$ for $a=x,y,z$, in units of $\hbar/2$. The orbital moments are $\mathrm{tr}(n(L\otimes1))$ with $L$ Hermitian and $\bar L=-L$, as holds for the components of angular momentum between real orbitals.

The claim is that all these moments vanish and that the eigenspace of every eigenvalue of $n$ has dimension at least two. In a DFT+U calculation with spin-orbit coupling, this describes the occupation matrix of a single finite shell when that matrix is time-reversal invariant.

## Odd observables average to zero

Since $\sigma_y^2=1$, also $Y^2=1$. Hence

$$\Theta(A)\Theta(B)=Y\bar A\,YY\,\bar B\,Y=\Theta(AB),\qquad \mathrm{tr}\,\Theta(A)=\mathrm{tr}(\bar A\,Y^2)=\overline{\mathrm{tr}\,A}.$$

Let $O$ be Hermitian with $\Theta(O)=-O$. Then

$$\overline{\mathrm{tr}(nO)}=\mathrm{tr}(\Theta(n)\Theta(O))=-\mathrm{tr}(nO).$$

Hermiticity gives $\overline{\mathrm{tr}(nO)}=\mathrm{tr}(On)=\mathrm{tr}(nO)$ as well, so $\mathrm{tr}(nO)=0$.

Both kinds of moment are of this type. On a product,

$$\Theta(A\otimes S)=\bar A\otimes\sigma_y\bar S\sigma_y .$$

The matrices $\sigma_x$ and $\sigma_z$ are real and anticommute with $\sigma_y$, while $\bar\sigma_y=-\sigma_y$. In all three cases $\sigma_y\bar\sigma_a\sigma_y=-\sigma_a$, so $1\otimes\sigma_a$ is odd. For $L\otimes1$ the sign comes from $\bar L=-L$.

## The partner of an eigenvector

Let $nv=\mu v$ with $v\neq0$. Hermiticity makes $\mu$ real. Put $w=Y\bar v$. Multiplying $n=Y\bar nY$ by $Y$ from the right gives $nY=Y\bar n$, so

$$nw=Y\bar n\bar v=Y\,\overline{nv}=\bar\mu w=\mu w .$$

The vector $w$ is nonzero because $Yw=\bar v$. It is also orthogonal to $v$: since $Y^T=-Y$, the number $v^\dagger w=\bar v^TY\bar v$ equals its own negative.

If now $sv+tw=0$, taking the product with $v^\dagger$ gives $s\,v^\dagger v=0$. Hence $s=0$, and then $t=0$. The eigenspace contains two independent vectors.

## Spin matrices and time reversal in Lean

```lean
import Mathlib

open Matrix
open scoped Kronecker ComplexOrder

namespace TimeReversalOccupation

noncomputable section

variable {m : Type*} [Fintype m] [DecidableEq m]
```

The type `m` is any finite orbital set, and matrices carry indices in `m × Fin 2`.

```lean
/-- The Pauli matrices, with the indices 0, 1, 2 standing for x, y, z. -/
def pauli : Fin 3 → Matrix (Fin 2) (Fin 2) ℂ :=
  ![!![0, 1; 1, 0], !![0, -Complex.I; Complex.I, 0], !![1, 0; 0, -1]]
```

The indices 0, 1, 2 stand for $x,y,z$, so `pauli 1` is $\sigma_y$.

```lean
/-- The matrix `1 ⊗ σ_y` on orbitals times spin. -/
def spinY (m : Type*) [DecidableEq m] : Matrix (m × Fin 2) (m × Fin 2) ℂ :=
  (1 : Matrix m m ℂ) ⊗ₖ pauli 1

/-- Time reversal of an operator in a real orbital basis: `A ↦ Y conj(A) Y`. -/
def timeReverse (A : Matrix (m × Fin 2) (m × Fin 2) ℂ) :
    Matrix (m × Fin 2) (m × Fin 2) ℂ :=
  spinY m * A.map (starRingEnd ℂ) * spinY m

/-- The time-reversed partner `Y conj(v)` of a spinor `v`. -/
def partner (v : m × Fin 2 → ℂ) : m × Fin 2 → ℂ := spinY m *ᵥ star v
```

These are $Y$, $\Theta$ and $v\mapsto Y\bar v$. Entrywise conjugation of a matrix is written `A.map (starRingEnd ℂ)`, and that of a vector `star v`.

## Signs of the elementary factors

```lean
/-- Each Pauli matrix squares to one. -/
theorem pauli_sq (a : Fin 3) : pauli a * pauli a = 1 := by
  fin_cases a <;> ext i j <;> fin_cases i <;> fin_cases j <;>
    simp [pauli, Matrix.mul_apply, Fin.sum_univ_succ]

/-- Conjugating a Pauli matrix entrywise and rotating it with `σ_y` reverses its sign. -/
theorem pauli_flip (a : Fin 3) :
    pauli 1 * (pauli a).map (starRingEnd ℂ) * pauli 1 = -pauli a := by
  ext i j
  simp only [Matrix.mul_apply, Fin.sum_univ_two, Matrix.map_apply, Matrix.neg_apply]
  fin_cases a <;> fin_cases i <;> fin_cases j <;> simp [pauli]
```

Both lemmas are checked entry by entry. The second is the identity $\sigma_y\bar\sigma_a\sigma_y=-\sigma_a$.

```lean
/-- The matrix `1 ⊗ σ_y` squares to one. -/
theorem spinY_sq : spinY m * spinY m = 1 := by
  unfold spinY
  rw [← Matrix.mul_kronecker_mul, pauli_sq, one_mul, Matrix.one_kronecker_one]

/-- Time reversal acts on the orbital factor by complex conjugation and on the spin factor
by conjugation followed by a rotation with `σ_y`. -/
theorem timeReverse_kronecker (A : Matrix m m ℂ) (S : Matrix (Fin 2) (Fin 2) ℂ) :
    timeReverse (A ⊗ₖ S) =
      A.map (starRingEnd ℂ) ⊗ₖ (pauli 1 * S.map (starRingEnd ℂ) * pauli 1) := by
  have h : (A ⊗ₖ S).map (starRingEnd ℂ) =
      A.map (starRingEnd ℂ) ⊗ₖ S.map (starRingEnd ℂ) := by
    ext i j
    simp [Matrix.kroneckerMap_apply]
  unfold timeReverse spinY
  rw [h, ← Matrix.mul_kronecker_mul, ← Matrix.mul_kronecker_mul, one_mul, mul_one]
```

The product rule for Kronecker products, `Matrix.mul_kronecker_mul`, reduces $Y^2=1$ to $\sigma_y^2=1$ and splits $\Theta(A\otimes S)$ into its two factors.

## The vanishing trace

```lean
/-- A Hermitian observable that is odd under time reversal has zero expectation value in a
Hermitian occupation matrix that is invariant under time reversal. -/
theorem trace_odd_eq_zero {n O : Matrix (m × Fin 2) (m × Fin 2) ℂ}
    (hn : n.IsHermitian) (hT : n = timeReverse n)
    (hO : O.IsHermitian) (hodd : timeReverse O = -O) : (n * O).trace = 0 := by
  -- time reversal is multiplicative and conjugates the trace
  have hmul : timeReverse n * timeReverse O = timeReverse (n * O) := by
    unfold timeReverse
    rw [Matrix.map_mul]
    calc spinY m * n.map (starRingEnd ℂ) * spinY m *
          (spinY m * O.map (starRingEnd ℂ) * spinY m)
        = spinY m * n.map (starRingEnd ℂ) * (spinY m * spinY m) *
          O.map (starRingEnd ℂ) * spinY m := by simp only [mul_assoc]
      _ = _ := by rw [spinY_sq, mul_one]; simp only [mul_assoc]
  have htr : (timeReverse (n * O)).trace = star (n * O).trace := by
    unfold timeReverse
    rw [Matrix.trace_mul_comm, ← mul_assoc, spinY_sq, one_mul]
    simp only [Matrix.trace, Matrix.diag_apply, Matrix.map_apply]
    change _ = (starRingEnd ℂ) _
    rw [map_sum]
  -- hermiticity makes the trace real
  have hreal : star (n * O).trace = (n * O).trace := by
    rw [← Matrix.trace_conjTranspose, Matrix.conjTranspose_mul, hn.eq, hO.eq,
      Matrix.trace_mul_comm]
  have h : -(n * O).trace = (n * O).trace := by
    rw [← hmul, ← hT, hodd, mul_neg, Matrix.trace_neg, hreal] at htr
    exact htr
  linear_combination (-1 / 2 : ℂ) * h
```

Here `hmul` is the multiplicativity of $\Theta$, `htr` the conjugation of the trace, and `hreal` its reality. Together they give $-\mathrm{tr}(nO)=\mathrm{tr}(nO)$, from which the last line concludes.

The same lemma covers a neighbouring case. If $P$ is a real symmetric orbital matrix, $P\otimes\sigma_a$ is Hermitian and odd, so $\mathrm{tr}(n(P\otimes\sigma_a))=0$. With $P$ the projector onto one real orbital, the spin moment vanishes orbital by orbital and not just in the sum.

## Twofold degeneracy

```lean
/-- A spinor is orthogonal to its time-reversed partner. -/
theorem partner_orthogonal (v : m × Fin 2 → ℂ) : star v ⬝ᵥ partner v = 0 := by
  have hY : (spinY m)ᵀ = -spinY m := by
    ext ⟨i, a⟩ ⟨j, b⟩
    by_cases h : i = j
    · subst h
      fin_cases a <;> fin_cases b <;> simp [spinY, pauli]
    · have h' : j ≠ i := Ne.symm h
      simp [spinY, h, h']
  have h : star v ⬝ᵥ (spinY m *ᵥ star v) = -(star v ⬝ᵥ (spinY m *ᵥ star v)) := by
    calc star v ⬝ᵥ (spinY m *ᵥ star v) = ((spinY m)ᵀ *ᵥ star v) ⬝ᵥ star v := by
          rw [Matrix.mulVec_transpose, Matrix.dotProduct_mulVec]
      _ = _ := by rw [hY, Matrix.neg_mulVec, neg_dotProduct, dotProduct_comm]
  unfold partner
  linear_combination (1 / 2 : ℂ) * h
```

The antisymmetry of $Y$ is `hY`. Moving $Y$ to the other side of the dot product then shows that the number equals its negative.

```lean
/-- If `v` is an eigenvector of a time-reversal invariant matrix, its partner satisfies the
eigenvalue equation with the complex conjugate eigenvalue. -/
theorem mulVec_partner {n : Matrix (m × Fin 2) (m × Fin 2) ℂ} (hT : n = timeReverse n)
    {μ : ℂ} {v : m × Fin 2 → ℂ} (hv : n *ᵥ v = μ • v) :
    n *ᵥ partner v = star μ • partner v := by
  have hc : n * spinY m = spinY m * n.map (starRingEnd ℂ) := by
    calc n * spinY m = timeReverse n * spinY m := congrArg (· * spinY m) hT
      _ = _ := by unfold timeReverse; rw [mul_assoc, spinY_sq, mul_one]
  have hs : n.map (starRingEnd ℂ) *ᵥ star v = star (n *ᵥ v) := by
    ext i
    simp [Matrix.mulVec, dotProduct]
  unfold partner
  rw [Matrix.mulVec_mulVec, hc, ← Matrix.mulVec_mulVec, hs, hv, star_smul,
    Matrix.mulVec_smul]
```

The relation $nY=Y\bar n$ appears as `hc`. Hermiticity is not used yet, so the partner's eigenvalue is still `star μ`.

```lean
/-- Kramers degeneracy: every eigenspace of a Hermitian, time-reversal invariant matrix on
orbitals times spin one half has dimension at least two. -/
theorem kramers_degeneracy {n : Matrix (m × Fin 2) (m × Fin 2) ℂ}
    (hn : n.IsHermitian) (hT : n = timeReverse n) {μ : ℂ}
    (hμ : Module.End.HasEigenvalue (Matrix.toLin' n) μ) :
    2 ≤ Module.finrank ℂ (Module.End.eigenspace (Matrix.toLin' n) μ) := by
  obtain ⟨v, hv⟩ := hμ.exists_hasEigenvector
  have hv0 : v ≠ 0 := hv.2
  have hev : n *ᵥ v = μ • v := by
    rw [← Matrix.toLin'_apply]
    exact hv.apply_eq_smul
  have hs : star v ⬝ᵥ v ≠ 0 := fun h => hv0 (dotProduct_star_self_eq_zero.1 h)
  -- the eigenvalue is real, so the partner lies in the same eigenspace
  have hreal : star μ = μ := by
    apply mul_right_cancel₀ hs
    calc star μ * (star v ⬝ᵥ v) = star (n *ᵥ v) ⬝ᵥ v := by
          rw [hev, star_smul, smul_dotProduct, smul_eq_mul]
      _ = star v ⬝ᵥ (n *ᵥ v) := by
          rw [Matrix.star_mulVec, hn.eq, Matrix.dotProduct_mulVec]
      _ = μ * (star v ⬝ᵥ v) := by rw [hev, dotProduct_smul, smul_eq_mul]
  have hp : partner v ∈ Module.End.eigenspace (Matrix.toLin' n) μ := by
    rw [Module.End.mem_eigenspace_iff, Matrix.toLin'_apply, mulVec_partner hT hev, hreal]
  have hp0 : partner v ≠ 0 := by
    intro h
    have h2 : spinY m *ᵥ partner v = star v := by
      unfold partner
      rw [Matrix.mulVec_mulVec, spinY_sq, Matrix.one_mulVec]
    rw [h, Matrix.mulVec_zero] at h2
    exact hv0 (star_eq_zero.1 h2.symm)
  -- orthogonality gives linear independence
  have hli : LinearIndependent ℂ
      ![(⟨v, hv.1⟩ : Module.End.eigenspace (Matrix.toLin' n) μ), ⟨partner v, hp⟩] := by
    rw [LinearIndependent.pair_iff]
    intro s t hst
    have h1 : s • v + t • partner v = 0 := congrArg Subtype.val hst
    have h2 := congrArg (fun w => star v ⬝ᵥ w) h1
    simp only [dotProduct_add, dotProduct_smul, partner_orthogonal, smul_eq_mul, mul_zero,
      add_zero, dotProduct_zero] at h2
    have hs0 : s = 0 := (mul_eq_zero.1 h2).resolve_right hs
    rw [hs0, zero_smul, zero_add] at h1
    exact ⟨hs0, (smul_eq_zero.1 h1).resolve_right hp0⟩
  simpa using hli.fintype_card_le_finrank
```

The hypothesis `HasEigenvalue` says that the eigenspace of `μ` is nonzero, and it supplies `v`. The steps `hreal`, `hp` and `hp0` show that `μ` is real, that the partner lies in the same eigenspace, and that it is nonzero.

The dimension bound turns on how Mathlib treats a subspace. An eigenspace is a submodule, and `Module.finrank` measures it as a vector space in its own right. The two vectors therefore enter `hli` as elements of that space, each paired with a proof of membership. A linear relation between them is carried back to ordinary spinors by `congrArg Subtype.val`, where orthogonality forces both coefficients to vanish. Finally, `fintype_card_le_finrank` says that an independent family has no more members than the dimension, which gives $2\le\dim$.

Kramers' name usually belongs to the energy levels of systems with an odd number of electrons. This theorem is the one-particle version, with the occupation matrix in the place of the Hamiltonian.

## Moments and degeneracy together

```lean
/-- For a Hermitian, time-reversal invariant occupation matrix all spin moments vanish, the
moment of every purely imaginary Hermitian orbital operator vanishes, and every eigenspace has
dimension at least two. -/
theorem timeReversal_invariant_occupation {n : Matrix (m × Fin 2) (m × Fin 2) ℂ}
    (hn : n.IsHermitian) (hT : n = timeReverse n) :
    (∀ a, (n * ((1 : Matrix m m ℂ) ⊗ₖ pauli a)).trace = 0) ∧
    (∀ L : Matrix m m ℂ, L.IsHermitian → L.map (starRingEnd ℂ) = -L →
      (n * (L ⊗ₖ (1 : Matrix (Fin 2) (Fin 2) ℂ))).trace = 0) ∧
    (∀ μ, Module.End.HasEigenvalue (Matrix.toLin' n) μ →
      2 ≤ Module.finrank ℂ (Module.End.eigenspace (Matrix.toLin' n) μ)) := by
  refine ⟨fun a => ?_, fun L hL hLi => ?_, fun μ hμ => kramers_degeneracy hn hT hμ⟩
  · -- spin is odd under time reversal
    have hherm : (pauli a)ᴴ = pauli a := by
      fin_cases a <;> ext i j <;> fin_cases i <;> fin_cases j <;> simp [pauli]

    apply trace_odd_eq_zero hn hT
    · unfold Matrix.IsHermitian
      rw [Matrix.conjTranspose_kronecker, hherm, Matrix.conjTranspose_one]
    · rw [timeReverse_kronecker, pauli_flip]
      ext ⟨i, s⟩ ⟨j, t⟩
      by_cases h : i = j <;> simp [h]
  · -- an imaginary orbital operator is odd under time reversal
    apply trace_odd_eq_zero hn hT
    · unfold Matrix.IsHermitian
      rw [Matrix.conjTranspose_kronecker, hL.eq, Matrix.conjTranspose_one]
    · have h1 : (1 : Matrix (Fin 2) (Fin 2) ℂ).map (starRingEnd ℂ) = 1 :=
        Matrix.map_one _ (map_zero _) (map_one _)
      rw [timeReverse_kronecker, hLi, h1, mul_one, pauli_sq]
      ext ⟨i, s⟩ ⟨j, t⟩
      simp [Matrix.kroneckerMap_apply]
```

The hypotheses are hermiticity and $n=\Theta(n)$. The three conclusions concern every Pauli index `a`, every Hermitian `L` with $\bar L=-L$, and every eigenvalue `μ`. Nothing requires the eigenvalues of $n$ to lie between 0 and 1, and no Hamiltonian or self-consistency condition enters. For the first two conclusions the proof checks that the observable is Hermitian and odd and then applies `trace_odd_eq_zero`; the third is `kramers_degeneracy`.

## A surviving product of orbital and spin operators

Invariance does not remove every trace of spin-orbit coupling. A product of two odd factors is even, and its expectation value may survive. Take two orbitals and

$$n=\tfrac12(1+\sigma_y\otimes\sigma_z).$$

For $p_x$ and $p_y$, in this order, the first factor $\sigma_y$ is $L_z/\hbar$. Since $\sigma_y\otimes\sigma_z$ is traceless and squares to the identity on a four-dimensional space,

$$\mathrm{tr}\big(n(\sigma_y\otimes\sigma_z)\big)=\tfrac12(0+4)=2 .$$

The same two properties make $n$ a projector of rank two, so it is a legitimate occupation matrix for two electrons.

```lean
/-- The two-orbital occupation matrix `(1 + σ_y ⊗ σ_z) / 2`, whose first factor acts on the
orbitals. -/
def spinOrbitOccupation : Matrix (Fin 2 × Fin 2) (Fin 2 × Fin 2) ℂ :=
  (1 / 2 : ℂ) • (1 + pauli 1 ⊗ₖ pauli 2)

/-- The matrix `(1 + σ_y ⊗ σ_z) / 2` is Hermitian and time-reversal invariant, and its
expectation value of the orbital-spin product `σ_y ⊗ σ_z` equals two. -/
theorem spinOrbitOccupation_witness :
    spinOrbitOccupation.IsHermitian ∧
    spinOrbitOccupation = timeReverse spinOrbitOccupation ∧
    (spinOrbitOccupation * (pauli 1 ⊗ₖ pauli 2)).trace = 2 := by
  refine ⟨?_, ?_, ?_⟩
  · have h1 : (pauli 1)ᴴ = pauli 1 := by
      ext i j; fin_cases i <;> fin_cases j <;> simp [pauli]
    have h2 : (pauli 2)ᴴ = pauli 2 := by
      ext i j; fin_cases i <;> fin_cases j <;> simp [pauli]
    unfold Matrix.IsHermitian spinOrbitOccupation
    rw [Matrix.conjTranspose_smul, Matrix.conjTranspose_add, Matrix.conjTranspose_one,
      Matrix.conjTranspose_kronecker, h1, h2]
    simp
  · -- both factors change sign, so the product is even
    have hX : timeReverse (pauli 1 ⊗ₖ pauli 2) = pauli 1 ⊗ₖ pauli 2 := by
      have h1 : (pauli 1).map (starRingEnd ℂ) = -pauli 1 := by
        ext i j; fin_cases i <;> fin_cases j <;> simp [pauli]
      rw [timeReverse_kronecker, h1, pauli_flip]
      ext i j
      simp [Matrix.kroneckerMap_apply]
    have hlin : ∀ X : Matrix (Fin 2 × Fin 2) (Fin 2 × Fin 2) ℂ,
        timeReverse ((1 / 2 : ℂ) • (1 + X)) = (1 / 2 : ℂ) • (1 + timeReverse X) := by
      intro X
      have h : ((1 / 2 : ℂ) • (1 + X)).map (starRingEnd ℂ) =
          (1 / 2 : ℂ) • (1 + X.map (starRingEnd ℂ)) := by
        have h2 : (starRingEnd ℂ) (2 : ℂ) = 2 := map_ofNat _ 2
        ext i j
        by_cases h : i = j <;> simp [h, h2, mul_add]
      unfold timeReverse
      rw [h, mul_smul_comm, smul_mul_assoc, mul_add, add_mul, mul_one, spinY_sq]
    unfold spinOrbitOccupation
    rw [hlin, hX]
  · have ht : (pauli 1).trace = 0 := by simp [pauli, Matrix.trace_fin_two]
    unfold spinOrbitOccupation
    rw [smul_mul_assoc, add_mul, one_mul, ← Matrix.mul_kronecker_mul, pauli_sq, pauli_sq,
      Matrix.one_kronecker_one, Matrix.trace_smul, Matrix.trace_add,
      Matrix.trace_kronecker, ht, Matrix.trace_one]
    norm_num [Fintype.card_prod]

end

end TimeReversalOccupation
```

The theorem establishes hermiticity, invariance and the value 2. In the second part, `hX` records that the two sign changes cancel, and `hlin` carries this through the sum and the factor $\tfrac12$. By the preceding theorem the spin and orbital moments of this matrix vanish separately, although the expectation value of the operator product $\sigma_y\otimes\sigma_z$ does not.

```lean
#print axioms TimeReversalOccupation.timeReversal_invariant_occupation
```

```
'TimeReversalOccupation.timeReversal_invariant_occupation' depends on axioms: [propext, Classical.choice, Quot.sound]
```
